# Harmonic modes with density of states A w² + B w: heat capacity with a T³ volume term and a T² surface term

## A smooth spectrum without a cutoff

We replace the discrete vibrational spectrum of a finite body by a smooth density of states, used at every frequency w > 0 with no upper cutoff:

g(w) = A w² + B w.

The real constants A and B are given and do not depend on temperature. A stands for the bulk modes of an elastic continuum and is proportional to the volume. B stands for the leading boundary correction in Weyl's expansion of the mode count; it is proportional to the surface area, and its sign depends on the boundary condition. Weyl's law itself, which derives this form from a wave equation, is not proved here: the two-term form is the starting point.

The modes are independent harmonic oscillators. In units with ħ = k_B = 1, a mode of frequency w at temperature T > 0 has mean energy

ε(T, w) = w / (exp(w/T) − 1),

with the zero-point energy w/2 left out. That energy does not depend on T, so it adds nothing to the heat capacity of a mode. Its integral over a spectrum without a cutoff would in general diverge, so it has to be dropped before integrating. The thermal energy is

U(T) = ∫ g(w) ε(T, w) dw, over w > 0,

and the heat capacity is C(T) = dU/dT at fixed A and B.

## The energy, the heat capacity and their Lean form

Write ζ(s) = ∑ 1/(n+1)^s, summed over n = 0, 1, 2, …, for integer s ≥ 2. For every T > 0 and all real A and B,

U(T) = A π⁴ T⁴/15 + 2 B ζ(3) T³,

C(T) = 4 π⁴ A T³/15 + 6 ζ(3) B T².

These are `thermalEnergy_weyl` and `heatCapacity_weyl`. In the file, `modeEnergy T w` is ε(T, w), `weylDos A B` is g, `thermalEnergy g T` is the integral over `Ioi 0`, the open half-line w > 0, and `zetaSum s` is ζ(s). The heat capacity is stated with `HasDerivAt`: the energy integral, as a function of temperature, is differentiable at T with the given derivative.

Both formulas are cases of a result for any polynomial density of states ∑ aⱼ wʲ, with j = 0, …, N−1 and real coefficients:

U(T) = ∑ aⱼ (j+1)! ζ(j+2) T^(j+2),

C(T) = ∑ aⱼ (j+2)! ζ(j+2) T^(j+1).

Finally, `surface_dominates_iff` compares the two contributions. For A > 0 and T > 0, the surface heat capacity exceeds the volume one exactly when

T < 45 ζ(3) B / (2 π⁴ A).

The comparison is between signed values, so for B ≤ 0 no positive temperature qualifies.

The theorems allow negative B, although g is then negative at small w and cannot be a true density there. Discrete levels, anharmonicity and the upper edge of a real phonon spectrum are absent from the model. The first omission matters at low temperature, where the surface term dominates. For scalar waves of speed c in a cube of side L with free boundaries, the crossover temperature is about 1.3 c/L, and the lowest nonzero frequency is π c/L. When T is far below that frequency, the heat capacity of the discrete vibrations falls off exponentially, not as T².

## From Boltzmann factors to powers of T

Start with a single exponential. For b > 0 and k = 0, 1, 2, …, the substitution y = b x turns the integral into a Gamma function:

∫ x^k exp(−b x) dx = Γ(k+1)/b^(k+1) = k!/b^(k+1), over x > 0.

Next set q = exp(−w/T), which lies between 0 and 1. Multiplying numerator and denominator of ε by q gives a geometric series:

ε(T, w) = w q/(1 − q) = ∑ w q^(n+1) = ∑ w exp(−(n+1) w/T).

Multiply by w^k and integrate term by term. The n-th term is a single-exponential integral with power k+1 and b = (n+1)/T:

∫ w^(k+1) exp(−(n+1) w/T) dw = (k+1)! T^(k+2)/(n+1)^(k+2).

All terms are nonnegative, and the integrals have a finite sum because k+2 ≥ 2. Sum and integral may therefore be exchanged:

∫ w^k ε(T, w) dw = (k+1)! ζ(k+2) T^(k+2).

By linearity, a polynomial density of states gives the stated sum for U. Differentiating T^(j+2) brings down a factor j+2, and (j+2)(j+1)! = (j+2)!, which gives C.

For g(w) = A w² + B w, only j = 2 and j = 1 contribute. With ζ(4) = π⁴/90,

U(T) = 6 A (π⁴/90) T⁴ + 2 B ζ(3) T³ = A π⁴ T⁴/15 + 2 B ζ(3) T³,

and the derivative is the stated C(T).

For the crossover, the condition 4 π⁴ A T³/15 < 6 ζ(3) B T² is divided by the positive number 2T²/15. This leaves 2 π⁴ A T < 45 ζ(3) B, and division by 2 π⁴ A > 0 gives the threshold.

## The same integral in a phonon code

A program that computes U from a tabulated density of states needs ε at the tabulated frequencies. At w = 0 the limit ε = T has to be supplied separately. For w > 0, with x = w/T, the form

w exp(−x) / (−expm1(−x))

is the expression w q/(1 − q) from the derivation. It avoids overflow at large x, and `expm1` avoids cancellation at small x. For A = B = T = 1 the exact results are U ≈ 8.89805 and C ≈ 33.18810, against which a quadrature routine can be tested.

To separate the two terms in computed heat capacities, plot C/T² against T. Within this harmonic two-term model the result is a straight line with intercept 6 ζ(3) B and slope 4 π⁴ A/15. Heat capacities computed from a full phonon spectrum can be compared with this line only at temperatures well below the upper edge of the spectrum, yet high enough that the discreteness of the levels does not matter.

## The Lean file

```lean
import Mathlib

open MeasureTheory Set Real

namespace WeylDensityOfStates

noncomputable section

/-- Mean thermal energy of a mode of frequency `w` at temperature `T`, without zero-point energy, in
units with `ħ = k_B = 1`; the physical domain is `w > 0`, `T > 0`. -/
def modeEnergy (T w : ℝ) : ℝ := w / (Real.exp (w / T) - 1)

/-- Thermal energy at temperature `T` of modes with density of states `g` on `w > 0`. -/
def thermalEnergy (g : ℝ → ℝ) (T : ℝ) : ℝ := ∫ w in Ioi (0 : ℝ), g w * modeEnergy T w

/-- The series `1 + 1/2^s + 1/3^s + ...`, for integer `s ≥ 2`. -/
def zetaSum (s : ℕ) : ℝ := ∑' n : ℕ, 1 / ((n : ℝ) + 1) ^ s

/-- Density of states with a volume term `A w^2` and a surface term `B w`. -/
def weylDos (A B w : ℝ) : ℝ := A * w ^ 2 + B * w

/-- Coefficients of the powers of `w` in `weylDos`. -/
def weylCoeff (A B : ℝ) : ℕ → ℝ
  | 1 => B
  | 2 => A
  | _ => 0

lemma summable_zeta {s : ℕ} (hs : 1 < s) :
    Summable fun n : ℕ => 1 / ((n : ℝ) + 1) ^ s := by
  have h := (summable_nat_add_iff 1).2
    (Real.summable_one_div_nat_pow.2 hs : Summable fun n : ℕ => 1 / (n : ℝ) ^ s)
  simpa only [Nat.cast_add, Nat.cast_one] using h

lemma zetaSum_four : zetaSum 4 = π ^ 4 / 90 := by
  have h : ∑' n : ℕ, 1 / (n : ℝ) ^ 4
      = 1 / ((0 : ℕ) : ℝ) ^ 4 + ∑' n : ℕ, 1 / ((n + 1 : ℕ) : ℝ) ^ 4 :=
    hasSum_zeta_four.summable.tsum_eq_zero_add
  have h0 : (1 : ℝ) / ((0 : ℕ) : ℝ) ^ 4 = 0 := by norm_num
  rw [hasSum_zeta_four.tsum_eq, h0, zero_add] at h
  rw [h, zetaSum]
  simp only [Nat.cast_add, Nat.cast_one]

/-- The `k`-th moment of the Boltzmann factor `exp (-b x)` over `x > 0` is `k! / b^(k+1)`. -/
theorem boltzmann_moment (k : ℕ) {b : ℝ} (hb : 0 < b) :
    ∫ x in Ioi (0 : ℝ), x ^ k * Real.exp (-(b * x)) = (k.factorial : ℝ) / b ^ (k + 1) := by
  have h := Real.integral_rpow_mul_exp_neg_mul_Ioi (a := (k : ℝ) + 1) (r := b)
    (by positivity) hb
  have e : (1 / b) ^ ((k : ℝ) + 1) = 1 / b ^ (k + 1) := by
    rw [← Nat.cast_succ, Real.rpow_natCast, one_div_pow]
  rw [Real.Gamma_nat_eq_factorial, e] at h
  simp only [add_sub_cancel_right, Real.rpow_natCast] at h
  rw [h]
  ring

/-- The mean energy of a mode is a sum of Boltzmann factors at the temperatures `T/(n+1)`,
each multiplied by `w`. -/
theorem modeEnergy_hasSum {T w : ℝ} (hT : 0 < T) (hw : 0 < w) :
    HasSum (fun n : ℕ => w * Real.exp (-(((n : ℝ) + 1) / T * w))) (modeEnergy T w) := by
  have hq : Real.exp (-(w / T)) < 1 := Real.exp_lt_one_iff.2 (neg_lt_zero.2 (div_pos hw hT))
  have h := (hasSum_geometric_of_lt_one (Real.exp_pos _).le hq).mul_left
    (w * Real.exp (-(w / T)))
  have hf : (fun n : ℕ => w * Real.exp (-(((n : ℝ) + 1) / T * w)))
      = fun n : ℕ => w * Real.exp (-(w / T)) * Real.exp (-(w / T)) ^ n := by
    funext n
    have e : Real.exp (-(((n : ℝ) + 1) / T * w))
        = Real.exp (-(w / T)) * Real.exp (-(w / T)) ^ n := by
      rw [← Real.exp_nat_mul, ← Real.exp_add]
      congr 1
      ring
    rw [e]
    ring
  have hm : modeEnergy T w
      = w * Real.exp (-(w / T)) * (1 - Real.exp (-(w / T)))⁻¹ := by
    have h1 : 1 < Real.exp (w / T) := Real.one_lt_exp_iff.2 (div_pos hw hT)
    rw [modeEnergy, Real.exp_neg]
    generalize Real.exp (w / T) = E at h1 ⊢
    have hE : E ≠ 0 := (lt_trans zero_lt_one h1).ne'
    have hE1 : E - 1 ≠ 0 := (sub_pos.2 h1).ne'
    have e : 1 - E⁻¹ = (E - 1) / E := by field_simp
    rw [e, inv_div]
    field_simp
  rw [hf, hm]
  exact h

/-- A density of states `w^k` has thermal energy `(k+1)! ζ(k+2) T^(k+2)`. -/
theorem bose_moment (k : ℕ) {T : ℝ} (hT : 0 < T) :
    ∫ w in Ioi (0 : ℝ), w ^ k * modeEnergy T w
      = ((k + 1).factorial : ℝ) * zetaSum (k + 2) * T ^ (k + 2) := by
  have hval : ∀ n : ℕ,
      ∫ w in Ioi (0 : ℝ), w ^ k * (w * Real.exp (-(((n : ℝ) + 1) / T * w)))
        = ((k + 1).factorial : ℝ) * T ^ (k + 2) * (1 / ((n : ℝ) + 1) ^ (k + 2)) := by
    intro n
    have e : (fun w : ℝ => w ^ k * (w * Real.exp (-(((n : ℝ) + 1) / T * w))))
        = fun w => w ^ (k + 1) * Real.exp (-(((n : ℝ) + 1) / T * w)) := by
      funext w
      rw [pow_succ, mul_assoc]
    rw [e, boltzmann_moment (k + 1) (b := ((n : ℝ) + 1) / T) (by positivity),
      div_pow, div_div_eq_mul_div]
    ring
  -- each term is integrable, since its integral is not zero
  have hint : ∀ n : ℕ, Integrable
      (fun w : ℝ => w ^ k * (w * Real.exp (-(((n : ℝ) + 1) / T * w))))
      (volume.restrict (Ioi 0)) := by
    intro n
    by_contra h
    have h0 := integral_undef h
    rw [hval n] at h0
    exact absurd h0 (by positivity)
  have hnorm : ∀ n : ℕ,
      ∫ w in Ioi (0 : ℝ), ‖w ^ k * (w * Real.exp (-(((n : ℝ) + 1) / T * w)))‖
        = ((k + 1).factorial : ℝ) * T ^ (k + 2) * (1 / ((n : ℝ) + 1) ^ (k + 2)) := by
    intro n
    rw [← hval n]
    refine setIntegral_congr_fun measurableSet_Ioi fun w hw => ?_
    have h0 : (0 : ℝ) < w := hw
    exact Real.norm_of_nonneg (by positivity)
  -- exchange of sum and integral
  have H := hasSum_integral_of_summable_integral_norm hint (by
    simp only [hnorm]
    exact (summable_zeta (by omega)).mul_left _)
  have e : ∫ w in Ioi (0 : ℝ), w ^ k * modeEnergy T w
      = ∫ w in Ioi (0 : ℝ), ∑' n : ℕ,
          w ^ k * (w * Real.exp (-(((n : ℝ) + 1) / T * w))) :=
    setIntegral_congr_fun measurableSet_Ioi fun w hw =>
      ((modeEnergy_hasSum hT hw).mul_left (w ^ k)).tsum_eq.symm
  rw [e, ← H.tsum_eq]
  simp only [hval]
  rw [tsum_mul_left, zetaSum]
  ring

/-- The energy integral of a density of states `w^k` converges. -/
theorem bose_integrable (k : ℕ) {T : ℝ} (hT : 0 < T) :
    IntegrableOn (fun w => w ^ k * modeEnergy T w) (Ioi 0) := by
  by_contra h
  have h0 : ∫ w in Ioi (0 : ℝ), w ^ k * modeEnergy T w = 0 := integral_undef h
  have hz : 0 < zetaSum (k + 2) :=
    (summable_zeta (by omega)).tsum_pos (fun n => by positivity) 0 (by positivity)
  rw [bose_moment k hT] at h0
  exact absurd h0 (by positivity)

/-- Thermal energy for a polynomial density of states `∑ a_j w^j`. -/
theorem thermalEnergy_polynomial (N : ℕ) (a : ℕ → ℝ) {T : ℝ} (hT : 0 < T) :
    thermalEnergy (fun w => ∑ j ∈ Finset.range N, a j * w ^ j) T
      = ∑ j ∈ Finset.range N,
          a j * (((j + 1).factorial : ℝ) * zetaSum (j + 2) * T ^ (j + 2)) := by
  have e : ∀ w, (∑ j ∈ Finset.range N, a j * w ^ j) * modeEnergy T w
      = ∑ j ∈ Finset.range N, a j * (w ^ j * modeEnergy T w) := by
    intro w
    rw [Finset.sum_mul]
    exact Finset.sum_congr rfl fun j _ => mul_assoc _ _ _
  simp only [thermalEnergy, e]
  rw [integral_finsetSum]
  · refine Finset.sum_congr rfl fun j _ => ?_
    rw [integral_const_mul, bose_moment j hT]
  · intro j _
    exact Integrable.const_mul (bose_integrable j hT) (a j)

/-- Heat capacity, the temperature derivative of the thermal energy, for a polynomial density
of states `∑ a_j w^j`. -/
theorem heatCapacity_polynomial (N : ℕ) (a : ℕ → ℝ) {T : ℝ} (hT : 0 < T) :
    HasDerivAt (thermalEnergy (fun w => ∑ j ∈ Finset.range N, a j * w ^ j))
      (∑ j ∈ Finset.range N,
        a j * (((j + 2).factorial : ℝ) * zetaSum (j + 2) * T ^ (j + 1))) T := by
  have h : HasDerivAt (fun t : ℝ => ∑ j ∈ Finset.range N,
        a j * (((j + 1).factorial : ℝ) * zetaSum (j + 2) * t ^ (j + 2)))
      (∑ j ∈ Finset.range N,
        a j * (((j + 2).factorial : ℝ) * zetaSum (j + 2) * T ^ (j + 1))) T := by
    apply HasDerivAt.fun_sum
    intro j _
    have hj := ((hasDerivAt_pow (j + 2) T).const_mul
      (((j + 1).factorial : ℝ) * zetaSum (j + 2))).const_mul (a j)
    refine hj.congr_deriv ?_
    have hf : ((j + 2).factorial : ℝ) = ((j + 2 : ℕ) : ℝ) * ((j + 1).factorial : ℝ) := by
      exact_mod_cast Nat.factorial_succ (j + 1)
    rw [hf, show j + 2 - 1 = j + 1 from rfl]
    ring
  -- the closed form holds at all temperatures near `T`
  refine h.congr_of_eventuallyEq ?_
  filter_upwards [Ioi_mem_nhds hT] with t ht
  exact thermalEnergy_polynomial N a ht

lemma weylDos_eq (A B : ℝ) :
    weylDos A B = fun w => ∑ j ∈ Finset.range 3, weylCoeff A B j * w ^ j := by
  funext w
  simp [weylDos, weylCoeff, Finset.sum_range_succ]
  ring

/-- Thermal energy for the density of states `A w^2 + B w`. -/
theorem thermalEnergy_weyl (A B : ℝ) {T : ℝ} (hT : 0 < T) :
    thermalEnergy (weylDos A B) T
      = A * π ^ 4 * T ^ 4 / 15 + 2 * B * zetaSum 3 * T ^ 3 := by
  rw [weylDos_eq, thermalEnergy_polynomial 3 _ hT]
  simp [Finset.sum_range_succ, weylCoeff, zetaSum_four, Nat.factorial]
  ring

/-- Heat capacity for the density of states `A w^2 + B w`: a cubic volume term and a quadratic
surface term in the temperature. -/
theorem heatCapacity_weyl (A B : ℝ) {T : ℝ} (hT : 0 < T) :
    HasDerivAt (thermalEnergy (weylDos A B))
      (4 * π ^ 4 * A * T ^ 3 / 15 + 6 * zetaSum 3 * B * T ^ 2) T := by
  have h := heatCapacity_polynomial 3 (weylCoeff A B) hT
  rw [← weylDos_eq] at h
  refine h.congr_deriv ?_
  simp [Finset.sum_range_succ, weylCoeff, zetaSum_four, Nat.factorial]
  ring

/-- The surface term contributes more to the heat capacity than the volume term exactly below
the temperature `45 ζ(3) B / (2 π^4 A)`. -/
theorem surface_dominates_iff {A T : ℝ} (B : ℝ) (hA : 0 < A) (hT : 0 < T) :
    deriv (thermalEnergy (weylDos A 0)) T < deriv (thermalEnergy (weylDos 0 B)) T
      ↔ T < 45 * zetaSum 3 * B / (2 * π ^ 4 * A) := by
  rw [(heatCapacity_weyl A 0 hT).deriv, (heatCapacity_weyl 0 B hT).deriv,
    lt_div_iff₀ (by positivity)]
  have hT2 : 0 < T ^ 2 * (2 / 15) := by positivity
  constructor
  · intro h
    have hp : 0 < T ^ 2 * (2 / 15) * (45 * zetaSum 3 * B - T * (2 * π ^ 4 * A)) := by
      linear_combination h
    exact sub_pos.1 ((mul_pos_iff_of_pos_left hT2).1 hp)
  · intro h
    have hp := mul_pos hT2 (sub_pos.2 h)
    linear_combination hp

end

end WeylDensityOfStates
```

```lean
#print axioms WeylDensityOfStates.thermalEnergy_weyl
#print axioms WeylDensityOfStates.heatCapacity_weyl
#print axioms WeylDensityOfStates.surface_dominates_iff
```

```
'WeylDensityOfStates.thermalEnergy_weyl' depends on axioms: [propext, Classical.choice, Quot.sound]
'WeylDensityOfStates.heatCapacity_weyl' depends on axioms: [propext, Classical.choice, Quot.sound]
'WeylDensityOfStates.surface_dominates_iff' depends on axioms: [propext, Classical.choice, Quot.sound]
```

## How the proof follows the derivation

**Series and single exponentials.** `summable_zeta` shifts the index in Mathlib's convergence result for ∑ 1/n^s. `zetaSum_four` makes the same shift in the known value of ζ(4). `boltzmann_moment` specialises Mathlib's Gamma integral to an integer power and replaces the Gamma function by a factorial.

**The geometric series.** `modeEnergy_hasSum` proves that q < 1 and multiplies the geometric series by w q. Its step `hf` identifies the terms with Boltzmann factors, and `hm` identifies the sum with w/(exp(w/T) − 1).

**Exchange of sum and integral.** In `bose_moment`, `hval` computes the integral of each term. `hint` then obtains integrability from that value: Lean assigns 0 to the integral of a non-integrable function, so a nonzero integral implies integrability. `hnorm` shows that taking norms changes nothing on w > 0, where the terms are positive. The norm integrals are thus summable, which is what `hasSum_integral_of_summable_integral_norm` requires for the exchange. `bose_integrable` applies the argument of `hint` to the complete integrand, so the energy integrals converge.

**Polynomials and the temperature derivative.** `thermalEnergy_polynomial` distributes the mode energy over the finite sum and integrates each term, using `bose_integrable` to split the integral. `heatCapacity_polynomial` does not differentiate under the integral sign. It differentiates the closed form term by term, with `hf` supplying the factorial identity. The closed form equals the energy integral at every positive temperature, hence throughout a neighbourhood of T, and `congr_of_eventuallyEq` transfers the derivative to the integral.

**Volume and surface terms.** `weylDos_eq` writes A w² + B w as a polynomial with coefficients `weylCoeff A B` over j = 0, 1, 2. The two theorems for this density then follow by expanding the sum and inserting ζ(4).

**The crossover.** `surface_dominates_iff` obtains the separate contributions by setting B = 0 and A = 0 in turn. It clears the denominator of the threshold with `lt_div_iff₀`. The positive factor `T ^ 2 * (2 / 15)` is then cancelled in one direction and multiplied in for the other, as in the division by 2T²/15 above.
